# Second-order differencing with a bounded self-adjoint H and h > 0 keeps every solution bounded exactly when h‖H‖ < 1

Let \(H\) be a Hermitian matrix, \(h>0\) the time step and \(\hbar=1\). Second-order differencing replaces the time derivative in \(i\,\dot u=Hu\) by a central difference, which gives

\[
u_{n+2}=u_n-2ih\,H\,u_{n+1}.
\]

For an eigenvector with eigenvalue \(\lambda\) I try \(u_n=w^n v\) and get \(w^2+2ih\lambda w-1=0\), so \(w=-ih\lambda\pm\sqrt{1-h^2\lambda^2}\). Both roots have modulus one as long as \(h|\lambda|\le 1\). When I refine my grid at fixed \(h\), the largest \(|\lambda|\) creeps up towards \(1/h\). Am I still safe when it lands exactly on \(1/h\), since no root has left the unit circle?

## At h‖H‖ = 1 the double root already gives linear growth

Throughout, \(\langle a,b\rangle\) is linear in \(b\) and conjugate-linear in \(a\), \(\|H\|\) is the operator norm, and a sequence is bounded if one constant bounds all \(\|u_n\|\). For a Hermitian matrix on a nonzero space, \(\|H\|\) is the largest \(|\lambda|\).

You are not safe. At \(h|\lambda|=1\) the two roots merge into \(w=-ih\lambda\), and a double root brings a second solution, \(u_n=n\,w^n v\). Since \(w^2=-1\) and \(2ih\lambda=-2w\),

\[
u_n-2ih\lambda\,u_{n+1}=\bigl(n+2(n+1)w^2\bigr)w^n v=-(n+2)w^n v=(n+2)w^{n+2}v=u_{n+2}.
\]

Its norm is \(n\|v\|\). So the condition for all solutions to stay bounded is the strict inequality \(h\|H\|<1\). This holds for every bounded self-adjoint operator on a complex Hilbert space, with or without eigenvectors.

## A conserved quadratic form gives the stable side

For two consecutive vectors \(a,b\) define

\[
Q(a,b)=\|a\|^2+\|b\|^2+2h\,\mathrm{Im}\langle a,Hb\rangle .
\]

The next vector is \(c=a-2ihHb\). Expanding its norm, and using \(\mathrm{Re}(2ihz)=-2h\,\mathrm{Im}\,z\), gives

\[
\|c\|^2=\|a\|^2+4h\,\mathrm{Im}\langle a,Hb\rangle+4h^2\|Hb\|^2 .
\]

Self-adjointness moves \(H\) across the inner product:

\[
\mathrm{Im}\langle b,Hc\rangle=\mathrm{Im}\langle Hb,c\rangle=-\mathrm{Im}\langle a,Hb\rangle-2h\|Hb\|^2 .
\]

Insert both into \(Q(b,c)=\|b\|^2+\|c\|^2+2h\,\mathrm{Im}\langle b,Hc\rangle\). The terms in \(\|Hb\|^2\) cancel and \(Q(b,c)=Q(a,b)\) remains.

By Cauchy–Schwarz and \(2\|a\|\|b\|\le\|a\|^2+\|b\|^2\),

\[
|2h\,\mathrm{Im}\langle a,Hb\rangle|\le h\|H\|\,(\|a\|^2+\|b\|^2).
\]

Applying this at step \(n\) and at step \(0\), with \(q=h\|H\|\), yields

\[
(1-q)\bigl(\|u_n\|^2+\|u_{n+1}\|^2\bigr)\le(1+q)\bigl(\|u_0\|^2+\|u_1\|^2\bigr).
\]

If \(q<1\), division by \(1-q\) bounds the whole sequence.

## Polynomials in H give the unstable side

The solution with \(u_0=0\) and \(u_1=x\) is \(u_n=P_n(H)x\), where

\[
P_0=0,\qquad P_1=1,\qquad P_{n+2}(z)=P_n(z)-2ihz\,P_{n+1}(z).
\]

If \(h|z|\ge1\), the triangle inequality gives \(|P_{n+2}(z)|\ge 2|P_{n+1}(z)|-|P_n(z)|\), that is,

\[
|P_{n+2}(z)|-|P_{n+1}(z)|\ge|P_{n+1}(z)|-|P_n(z)| .
\]

The increments never decrease and the first one is \(1\), so \(|P_n(z)|\ge n\).

Now let \(h\|H\|\ge1\). For a matrix, take a normalised eigenvector \(v\) whose eigenvalue has modulus \(\|H\|\); then \(P_n(H)v\) has norm at least \(n\). A general self-adjoint \(H\) may have no eigenvector, but its spectrum contains some \(z\) with \(|z|=\|H\|\). Spectral mapping puts \(P_n(z)\) in the spectrum of \(P_n(H)\), hence \(\|P_n(H)\|\ge|P_n(z)|\ge n\). If \(P_n(H)x\) were bounded in \(n\) for each \(x\), the uniform boundedness principle would bound \(\|P_n(H)\|\), which is a contradiction.

The start \(u_0=0\) has a physical reading. The scheme is linear, so the difference of two runs with the same \(u_0\) and slightly different \(u_1\) is a solution of this kind.

## What the Lean statements say

`IsSODSolution H h u` says that the sequence `u : ℕ → E` obeys the recursion for every `n`. The type `E →L[ℂ] E` holds the bounded operators on the state space `E`, and `IsSelfAdjoint H` is the physical requirement on the Hamiltonian. `CompleteSpace E` makes `E` a Hilbert space.

The main theorem, `bounded_iff`, reads: for self-adjoint `H` and `0 < h`, every solution has a constant `C` with `‖u n‖ ≤ C` for all `n` if and only if `h * ‖H‖ < 1`. The constant may depend on the solution. The two starting vectors are free, so `u 1` need not come from an accurate first step. When the condition fails, `exists_unbounded` supplies some unbounded solution with `u 0 = 0`; other solutions, such as the zero sequence, may remain bounded.

`matrix_bounded_iff` is the case of a Hermitian matrix `A`, turned into an operator on Euclidean space by `Matrix.toEuclideanCLM`. The choice of norm needs care here, because the largest entry of the matrix is no substitute for the operator norm. The \(2\times2\) matrix with all entries \(1\) has largest entry \(1\) but operator norm \(2\), so with \(h=0.6\) the wrong norm reports stability although \(h\|A\|=1.2\).

The Hamiltonian is assumed to be time-independent and bounded. Boundedness is automatic on a finite grid or in a finite basis, whereas the continuum kinetic energy operator is unbounded. Rounding is absent from the model, and boundedness says nothing about how accurate the phases are. For wave-packet propagation with such a discretised Hamiltonian, the result means that a finer grid or larger basis at fixed \(h\) loses guaranteed boundedness as soon as \(\|H\|\) reaches \(1/h\).

```lean
import Mathlib

open Complex Polynomial

namespace SecondOrderDifferencing

noncomputable section

variable {E : Type*} [NormedAddCommGroup E] [InnerProductSpace ℂ E]

/-- The second-order differencing scheme `u (n+2) = u n - 2 i h H u (n+1)` for the
Schrödinger equation with Hamiltonian `H` and time step `h`. -/
def IsSODSolution (H : E →L[ℂ] E) (h : ℝ) (u : ℕ → E) : Prop :=
  ∀ n, u (n + 2) = u n - (2 * I * (h : ℂ)) • H (u (n + 1))

/-- The quadratic form `‖a‖² + ‖b‖² + 2 h Im ⟨a, H b⟩` of two consecutive vectors. -/
def pairForm (H : E →L[ℂ] E) (h : ℝ) (a b : E) : ℝ :=
  ‖a‖ ^ 2 + ‖b‖ ^ 2 + 2 * h * (inner ℂ a (H b)).im

/-- The polynomials `P n` in the Hamiltonian generated by the scheme from the starting
values `0` and `1`. -/
def stepPoly (h : ℝ) : ℕ → ℂ[X]
  | 0 => 0
  | 1 => 1
  | n + 2 => stepPoly h n - (2 * I * (h : ℂ)) • (X * stepPoly h (n + 1))

/-- Applying the polynomials `P n` of the Hamiltonian to a vector `x` gives a solution of
the scheme. -/
theorem stepPoly_isSODSolution (H : E →L[ℂ] E) (h : ℝ) (x : E) :
    IsSODSolution H h (fun n => (aeval H (stepPoly h n)) x) := by
  intro n
  simp only [stepPoly, map_sub, map_smul, map_mul, aeval_X]
  rfl

/-- At a complex number `z` with `|h| ‖z‖ ≥ 1` the polynomials of the scheme grow at least
linearly: `‖P n (z)‖ ≥ n`. -/
theorem stepPoly_growth (h : ℝ) (z : ℂ) (hz : 1 ≤ |h| * ‖z‖) (n : ℕ) :
    (n : ℝ) ≤ ‖(stepPoly h n).eval z‖ := by
  have hc : ‖2 * I * (h : ℂ)‖ = 2 * |h| := by simp
  -- each step raises the modulus by at least one
  have key : ∀ m : ℕ, ‖(stepPoly h m).eval z‖ + 1 ≤ ‖(stepPoly h (m + 1)).eval z‖ := by
    intro m
    induction m with
    | zero => simp [stepPoly]
    | succ m ih =>
      have hrec : (stepPoly h (m + 1 + 1)).eval z = (stepPoly h m).eval z
          - 2 * I * (h : ℂ) * (z * (stepPoly h (m + 1)).eval z) := by
        simp only [stepPoly, eval_sub, eval_smul, eval_mul, eval_X, smul_eq_mul]
      have htri := norm_sub_norm_le
        (2 * I * (h : ℂ) * (z * (stepPoly h (m + 1)).eval z)) ((stepPoly h m).eval z)
      rw [norm_sub_rev, ← hrec, norm_mul (2 * I * (h : ℂ)), hc, norm_mul z] at htri
      have hmul := mul_le_mul_of_nonneg_right hz
        (norm_nonneg ((stepPoly h (m + 1)).eval z))
      linarith
  induction n with
  | zero => simp
  | succ n ih =>
    have := key n
    push_cast
    linarith

/-- For an eigenvector `v` of `H` with real eigenvalue `μ` and `(h μ)² = 1`, the sequence
`n (-i h μ)^n v` solves the scheme. -/
theorem threshold_solution (H : E →L[ℂ] E) (h μ : ℝ) (v : E)
    (hv : H v = (μ : ℂ) • v) (hμ : (h * μ) ^ 2 = 1) :
    IsSODSolution H h (fun n => ((n : ℂ) * (-I * h * μ) ^ n) • v) := by
  intro n
  have hc : ((h : ℂ) * μ) ^ 2 = 1 := by exact_mod_cast hμ
  have hw : (-I * (h : ℂ) * μ) ^ 2 = -1 := by
    linear_combination I ^ 2 * hc + I_sq
  simp only [map_smul, hv, smul_smul, ← sub_smul]
  congr 1
  push_cast
  linear_combination (-(n : ℂ) * (-I * (h : ℂ) * μ) ^ n) * hw

variable [CompleteSpace E]

/-- For a self-adjoint Hamiltonian the quadratic form of consecutive vectors is conserved
by the scheme. -/
theorem pairForm_conserved {H : E →L[ℂ] E} (hH : IsSelfAdjoint H) {h : ℝ} {u : ℕ → E}
    (hu : IsSODSolution H h u) (n : ℕ) :
    pairForm H h (u n) (u (n + 1)) = pairForm H h (u 0) (u 1) := by
  have step : ∀ a b : E,
      pairForm H h b (a - (2 * I * (h : ℂ)) • H b) = pairForm H h a b := by
    intro a b
    have hc : ‖2 * I * (h : ℂ)‖ = 2 * |h| := by simp
    have hre : ∀ z : ℂ, (2 * I * (h : ℂ) * z).re = -2 * h * z.im := by
      intro z; simp
    have him : ∀ r : ℝ, (2 * I * (h : ℂ) * (r : ℂ)).im = 2 * h * r := by
      intro r; simp
    -- the norm of the new vector
    have e1 : ‖a - (2 * I * (h : ℂ)) • H b‖ ^ 2
        = ‖a‖ ^ 2 + 4 * h * (inner ℂ a (H b)).im + 4 * h ^ 2 * ‖H b‖ ^ 2 := by
      rw [norm_sub_sq (𝕜 := ℂ), inner_smul_right, norm_smul, hc, RCLike.re_to_complex,
        hre, mul_pow, mul_pow, sq_abs]
      ring
    -- the new cross term, with `H` moved to the other side
    have e2 : (inner ℂ b (H (a - (2 * I * (h : ℂ)) • H b))).im
        = -(inner ℂ a (H b)).im - 2 * h * ‖H b‖ ^ 2 := by
      have hs : inner ℂ (H b) (a - (2 * I * (h : ℂ)) • H b)
          = inner ℂ b (H (a - (2 * I * (h : ℂ)) • H b)) := hH.isSymmetric _ _
      have hk : inner ℂ (H b) (H b) = ((‖H b‖ ^ 2 : ℝ) : ℂ) := by
        simp [inner_self_eq_norm_sq_to_K]
      have hconj : (inner ℂ (H b) a).im = -(inner ℂ a (H b)).im := by
        rw [← inner_conj_symm (H b) a, conj_im]
      rw [← hs, inner_sub_right, inner_smul_right, hk, sub_im, him, hconj]
    unfold pairForm
    rw [e1, e2]
    ring
  induction n with
  | zero => rfl
  | succ n ih => rw [hu n, step, ih]

/-- For self-adjoint `H` and `h ≥ 0`, every solution obeys
`(1 - h‖H‖)(‖u n‖² + ‖u (n+1)‖²) ≤ (1 + h‖H‖)(‖u 0‖² + ‖u 1‖²)`. -/
theorem stability_estimate {H : E →L[ℂ] E} (hH : IsSelfAdjoint H) {h : ℝ} (h0 : 0 ≤ h)
    {u : ℕ → E} (hu : IsSODSolution H h u) (n : ℕ) :
    (1 - h * ‖H‖) * (‖u n‖ ^ 2 + ‖u (n + 1)‖ ^ 2)
      ≤ (1 + h * ‖H‖) * (‖u 0‖ ^ 2 + ‖u 1‖ ^ 2) := by
  -- Cauchy-Schwarz controls the cross term
  have cross : ∀ a b : E,
      |2 * h * (inner ℂ a (H b)).im| ≤ h * ‖H‖ * (‖a‖ ^ 2 + ‖b‖ ^ 2) := by
    intro a b
    have h1 : |(inner ℂ a (H b)).im| ≤ ‖a‖ * (‖H‖ * ‖b‖) :=
      (abs_im_le_norm _).trans ((norm_inner_le_norm _ _).trans
        (mul_le_mul_of_nonneg_left (H.le_opNorm b) (norm_nonneg a)))
    have h2 : 0 ≤ 2 * h := by positivity
    have h3 : 0 ≤ h * ‖H‖ := by positivity
    rw [abs_mul, abs_of_nonneg h2]
    calc 2 * h * |(inner ℂ a (H b)).im| ≤ 2 * h * (‖a‖ * (‖H‖ * ‖b‖)) :=
          mul_le_mul_of_nonneg_left h1 h2
      _ = h * ‖H‖ * (2 * ‖a‖ * ‖b‖) := by ring
      _ ≤ h * ‖H‖ * (‖a‖ ^ 2 + ‖b‖ ^ 2) :=
          mul_le_mul_of_nonneg_left (two_mul_le_add_sq _ _) h3
  have hQ := pairForm_conserved hH hu n
  unfold pairForm at hQ
  have ha := (abs_le.mp (cross (u n) (u (n + 1)))).1
  have hb := (abs_le.mp (cross (u 0) (u 1))).2
  linarith

/-- For self-adjoint `H` and `h > 0` with `h‖H‖ ≥ 1`, some solution starting from
`u 0 = 0` is unbounded. -/
theorem exists_unbounded {H : E →L[ℂ] E} (hH : IsSelfAdjoint H) {h : ℝ} (h0 : 0 < h)
    (hq : 1 ≤ h * ‖H‖) :
    ∃ u : ℕ → E, IsSODSolution H h u ∧ u 0 = 0 ∧ ∀ C : ℝ, ∃ n, C < ‖u n‖ := by
  by_contra! hcon
  -- uniform boundedness turns bounded solutions into bounded propagators
  obtain ⟨C, hC⟩ := banach_steinhaus
    (g := fun n : ℕ => (aeval H (stepPoly h n) : E →L[ℂ] E))
    (fun x => hcon _ (stepPoly_isSODSolution H h x) (by simp [stepPoly]))
  have hne : H ≠ 0 := by
    intro hz
    rw [hz, norm_zero, mul_zero] at hq
    linarith
  have : Nontrivial (E →L[ℂ] E) := ⟨H, 0, hne⟩
  -- a spectral point of modulus `‖H‖`
  obtain ⟨z, hz, hzn⟩ := spectrum.exists_nnnorm_eq_spectralRadius H
  rw [hH.spectralRadius_eq_nnnorm] at hzn
  have hz1 : ‖z‖₊ = ‖H‖₊ := by exact_mod_cast hzn
  have hz2 : ‖z‖ = ‖H‖ := congrArg (fun r : NNReal => (r : ℝ)) hz1
  obtain ⟨n, hn⟩ := exists_nat_gt C
  have hmem : (stepPoly h n).eval z ∈ spectrum ℂ (aeval H (stepPoly h n)) :=
    spectrum.subset_polynomial_aeval H _ ⟨z, hz, rfl⟩
  have hle := spectrum.norm_le_norm_of_mem hmem
  have hgrow := stepPoly_growth h z (by rw [abs_of_pos h0, hz2]; exact hq) n
  have hCn : ‖aeval H (stepPoly h n)‖ ≤ C := hC n
  linarith

/-- For a bounded self-adjoint Hamiltonian on a complex Hilbert space and `h > 0`, all
solutions of second-order differencing are bounded if and only if `h‖H‖ < 1`. -/
theorem bounded_iff {H : E →L[ℂ] E} (hH : IsSelfAdjoint H) {h : ℝ} (h0 : 0 < h) :
    (∀ u : ℕ → E, IsSODSolution H h u → ∃ C : ℝ, ∀ n, ‖u n‖ ≤ C) ↔ h * ‖H‖ < 1 := by
  constructor
  · intro hall
    by_contra hlt
    obtain ⟨u, hu, -, hub⟩ := exists_unbounded hH h0 (not_lt.mp hlt)
    obtain ⟨C, hC⟩ := hall u hu
    obtain ⟨n, hn⟩ := hub C
    exact not_lt_of_ge (hC n) hn
  · intro hlt u hu
    have hpos : 0 < 1 - h * ‖H‖ := by linarith
    refine ⟨(1 + h * ‖H‖) * (‖u 0‖ ^ 2 + ‖u 1‖ ^ 2) / (1 - h * ‖H‖) + 1, fun n => ?_⟩
    have hD : ‖u n‖ ^ 2 + ‖u (n + 1)‖ ^ 2
        ≤ (1 + h * ‖H‖) * (‖u 0‖ ^ 2 + ‖u 1‖ ^ 2) / (1 - h * ‖H‖) := by
      rw [le_div_iff₀ hpos, mul_comm]
      exact stability_estimate hH h0.le hu n
    nlinarith [sq_nonneg (‖u n‖ - 1), sq_nonneg ‖u n‖, sq_nonneg ‖u (n + 1)‖]

/-- For a Hermitian matrix `A` acting on Euclidean space and `h > 0`, all solutions of
second-order differencing are bounded if and only if `h` times the operator norm of `A`
is less than one. -/
theorem matrix_bounded_iff {ι : Type*} [Fintype ι] [DecidableEq ι] {A : Matrix ι ι ℂ}
    (hA : A.IsHermitian) {h : ℝ} (h0 : 0 < h) :
    (∀ u : ℕ → EuclideanSpace ℂ ι,
      IsSODSolution (Matrix.toEuclideanCLM (n := ι) (𝕜 := ℂ) A) h u →
        ∃ C : ℝ, ∀ n, ‖u n‖ ≤ C)
      ↔ h * ‖Matrix.toEuclideanCLM (n := ι) (𝕜 := ℂ) A‖ < 1 := by
  have hs : IsSelfAdjoint A := hA
  exact bounded_iff (hs.map (Matrix.toEuclideanCLM (n := ι) (𝕜 := ℂ))) h0

end

end SecondOrderDifferencing
```

```lean
#print axioms SecondOrderDifferencing.threshold_solution
-- 'SecondOrderDifferencing.threshold_solution' depends on axioms: [propext, Classical.choice, Quot.sound]
#print axioms SecondOrderDifferencing.bounded_iff
-- 'SecondOrderDifferencing.bounded_iff' depends on axioms: [propext, Classical.choice, Quot.sound]
#print axioms SecondOrderDifferencing.matrix_bounded_iff
-- 'SecondOrderDifferencing.matrix_bounded_iff' depends on axioms: [propext, Classical.choice, Quot.sound]
```

## From the calculation to the Lean proof

**The conserved form.** `pairForm` is \(Q\). In `pairForm_conserved`, `e1` is the expansion of \(\|c\|^2\) and `e2` is the formula for the new cross term. Inside `e2`, `hH.isSymmetric` moves \(H\) to the other side of the inner product. The closing `ring` performs the cancellation, and induction carries the identity from one step to all `n`.

**The bound.** In `stability_estimate`, `cross` is the Cauchy–Schwarz estimate. It is used as a lower bound at step `n` and as an upper bound at step `0`, and `linarith` combines the two with conservation. In `bounded_iff`, dividing by \(1-q\) gives \(\|u_n\|^2\le D\) for an explicit \(D\). The proof then takes \(D+1\) as the bound on \(\|u_n\|\), which avoids a square root; `nlinarith` obtains it from \((\|u_n\|-1)^2\ge0\).

**The growth.** `stepPoly` defines \(P_n\), and `stepPoly_isSODSolution` shows that \(P_n(H)x\), written with `aeval H`, solves the scheme. In `stepPoly_growth`, the auxiliary claim `key` says that each step raises the modulus by at least one. Its induction uses the reverse triangle inequality `norm_sub_norm_le`, and a second induction adds up the steps.

**The unbounded solution.** `exists_unbounded` argues by contradiction. If all solutions starting from zero were bounded, `banach_steinhaus` would give one constant `C` for all the norms \(\|P_n(H)\|\). The spectral point comes from `spectrum.exists_nnnorm_eq_spectralRadius`, together with the equality of spectral radius and norm for self-adjoint operators. That step needs a nontrivial operator algebra, which is why the proof first shows `H ≠ 0`. Spectral mapping is `spectrum.subset_polynomial_aeval`, and any `n` larger than `C` gives the contradiction.

**Your borderline case.** `threshold_solution` verifies the sequence \(n(-ih\mu)^n v\) for an eigenvector with real eigenvalue \(\mu\) and \((h\mu)^2=1\). Its `hw` is the identity \(w^2=-1\) used above. The general theorem does not depend on this example.

**Matrices.** `matrix_bounded_iff` applies `bounded_iff` after `hs.map` has carried Hermiticity of the matrix over to self-adjointness of the operator.
